# Two equivalent electrons: singlets for even L, triplets for odd L, and C(4l+2, 2) states in all

## Two electrons in one open shell

In its ground configuration, carbon has two electrons in the open 2p shell. The terms of this configuration are ¹S, ³P and ¹D. Two p electrons in different shells would also give ³S, ¹P and ³D, but for equivalent electrons these are missing. The Pauli principle removes them, and the remaining terms must account for every allowed way of placing two electrons in six spin-orbitals.

For a shell of orbital momentum \(l\), the rule is that each \(L=0,\dots,2l\) occurs once, with total spin \(S=0\) for even \(L\) and \(S=1\) for odd \(L\). We obtain it here at the level of magnetic quantum numbers: the table of \((M_L,M_S)\) values of the microstates is the table of exactly these multiplets. Setting all weights to one then gives the dimension count

\[
\sum_{L=0}^{2l}(2L+1)\,g_L=\binom{4l+2}{2},\qquad g_L=\begin{cases}1 & L\text{ even}\\ 3 & L\text{ odd.}\end{cases}
\]

In a configuration-interaction calculation restricted to two electrons in one such shell, the right side is the number of determinants when all values of \(M_S\) and all spatial symmetries are included, and the left side shows how the dimension of the space they span divides among the terms. A single determinant may mix several terms.

## Weights that record M_L and M_S

Label a spin-orbital by \((m,\sigma)\), where \(-l\le m\le l\) and \(\sigma=2m_s=\pm1\). A microstate is a set of two different spin-orbitals. Give it the weight \(x^{M_L}y^{2M_S}\), with \(x,y\) nonzero real numbers, and let \(W_l(x,y)\) be the sum of the weights over all microstates. A multiplet of integer angular momentum \(L\) has the character

\[
\chi_L(x)=\sum_{M=-L}^{L}x^M .
\]

The claim is

\[
W_l(x,y)=\sum_{L=0}^{2l}\chi_L(x)\,\chi_{S}(y^2),\qquad S=L \bmod 2 .
\]

The argument of the spin character is \(y^2\) because \(y\) carries the exponent \(2M_S\). Both sides are finite sums of terms \(x^{M_L}y^{2M_S}\), so equality for all nonzero real \(x\) and \(y\) means that each pair \((M_L,M_S)\) occurs equally often on both sides, and the two tables agree. The Lean file proves the equality of the sums and leaves out this comparison of coefficients.

In Lean these objects are `character`, `spinOrbitals`, `microstates` and `weightSum`. The Pauli principle enters through `powersetCard 2`, which selects the two-element subsets: no spin-orbital is used twice, and the order of the electrons is irrelevant. The claim is `terms_of_equivalent_pair`, where `range (2 * l + 1)` runs over \(0,\dots,2l\) and `L % 2` is the total spin. The hypotheses `hx` and `hy` say that \(x\) and \(y\) are nonzero, as negative powers require.

Three further theorems state the countings: `card_microstates` gives the number of microstates, `dimension_count` is the formula above as an identity of natural numbers, and `p_squared` treats \(l=1\).

A multiplet is represented here only by its character. There are no wavefunctions, angular momentum operators or energies, so nothing is said about which term lies lowest. That no other list of terms has the same weight sum follows by removing the highest weights first, a step the file does not contain.

## From pairs of spin-orbitals to terms

**Pairs.** Write \(w_p=x^m y^\sigma\) for the weight of the spin-orbital \(p=(m,\sigma)\). Squaring the one-electron sum gives every pair of different orbitals twice and every orbital with itself once, so

\[
2W_l=\Big(\sum_p w_p\Big)^2-\sum_p w_p^2 .
\]

The two sums are

\[
\sum_p w_p=\chi_l(x)\,(y+y^{-1}),\qquad \sum_p w_p^2=\chi_l(x^2)\,(y^2+y^{-2}).
\]

**The Clebsch–Gordan series.** We need \(\chi_l(x)^2=\sum_{L=0}^{2l}\chi_L(x)\). For \(l=0\) both sides are 1. For the step from \(l\) to \(l+1\), put \(e=x^{l+1}+x^{-(l+1)}\), so that \(\chi_{l+1}=\chi_l+e\). Multiplying \(\chi_l\) by \(x^{l+1}\) shifts its exponents to \(1,\dots,2l+1\), and multiplying by \(x^{-(l+1)}\) shifts them to \(-(2l+1),\dots,-1\). Only the exponent 0 is missing, hence

\[
\chi_l\,e=\chi_{2l+1}-1 .
\]

Therefore

\[
\begin{aligned}
\chi_{l+1}^2&=\chi_l^2+2\chi_l e+e^2\\
&=\chi_l^2+2\chi_{2l+1}-2+x^{2l+2}+2+x^{-(2l+2)}\\
&=\chi_l^2+\chi_{2l+1}+\chi_{2l+2},
\end{aligned}
\]

which adds the two new values of \(L\). This settles which \(L\) occur; it does not give the Clebsch–Gordan coefficients.

**Exchange signs.** We also need \(\chi_l(x^2)=\sum_{L=0}^{2l}(-1)^L\chi_L(x)\). Again both sides are 1 for \(l=0\), and the step is

\[
\chi_{l+1}(x^2)=\chi_l(x^2)+x^{2l+2}+x^{-(2l+2)}=\chi_l(x^2)-\chi_{2l+1}(x)+\chi_{2l+2}(x).
\]

The sign \((-1)^L\) is the symmetry of the coupled orbital state under exchange of the electrons.

**Singlet or triplet.** Inserting both series gives

\[
2W_l=\sum_{L=0}^{2l}\chi_L(x)\left[(y^2+2+y^{-2})-(-1)^L(y^2+y^{-2})\right].
\]

For even \(L\) the bracket is \(2=2\chi_0(y^2)\). For odd \(L\) it is \(2(y^2+1+y^{-2})=2\chi_1(y^2)\). Dividing by 2 proves the claim.

**Dimensions.** At \(x=y=1\) every microstate has weight 1 and \(\chi_L(1)=2L+1\). The shell has \(2(2l+1)=4l+2\) spin-orbitals, so the left side is \(\binom{4l+2}{2}\) and the right side is the sum over terms.

## The s shell and the p shell by hand

For \(l=0\) there are two spin-orbitals and one microstate, with \(M_L=M_S=0\). The sum over \(L\) has the single term ¹S, and both sides equal 1.

For \(l=1\) the count is \(1\cdot1+3\cdot3+5\cdot1=15=\binom{6}{2}\). A sharper check takes \(x=2\), \(y=1\). Here \(\chi_1(2)=3.5\) and \(\chi_1(4)=5.25\), so the pair formula gives

\[
W_1=\tfrac12\left[(3.5\cdot2)^2-5.25\cdot2\right]=19.25 .
\]

With \(\chi_2(2)=7.75\), the terms ¹S, ³P and ¹D give \(1+3\cdot3.5+7.75=19.25\).

## The Lean file

```lean
import Mathlib

open Finset

namespace EquivalentElectronPair

noncomputable section

/-- The character of a multiplet of integer angular momentum `L`: the sum of `x ^ M` over
`M = -L, ..., L`, for nonzero `x`. -/
def character (L : ℕ) (x : ℝ) : ℝ := ∑ m ∈ Icc (-(L : ℤ)) (L : ℤ), x ^ m

/-- The spin-orbitals of an `l` shell, labelled by `m` and by twice the spin projection. -/
def spinOrbitals (l : ℕ) : Finset (ℤ × ℤ) := Icc (-(l : ℤ)) (l : ℤ) ×ˢ {1, -1}

/-- The microstates of two equivalent electrons: sets of two different spin-orbitals. -/
def microstates (l : ℕ) : Finset (Finset (ℤ × ℤ)) := (spinOrbitals l).powersetCard 2

/-- The sum of `x ^ M_L * y ^ (2 M_S)` over all microstates of two equivalent electrons,
for nonzero `x` and `y`. -/
def weightSum (l : ℕ) (x y : ℝ) : ℝ :=
  ∑ s ∈ microstates l, x ^ (∑ p ∈ s, p.1) * y ^ (∑ p ∈ s, p.2)

lemma character_zero (x : ℝ) : character 0 x = 1 := by
  simp [character]

/-- Going from `L` to `L + 1` adds the two projections `M = L + 1` and `M = -(L + 1)`. -/
theorem character_succ (L : ℕ) (x : ℝ) :
    character (L + 1) x = character L x + x ^ (L + 1) + x⁻¹ ^ (L + 1) := by
  have e : Icc (-((L + 1 : ℕ) : ℤ)) ((L + 1 : ℕ) : ℤ) =
      insert ((L + 1 : ℕ) : ℤ) (insert (-((L + 1 : ℕ) : ℤ)) (Icc (-(L : ℤ)) (L : ℤ))) := by
    ext m
    simp only [mem_insert, mem_Icc]
    omega
  have h1 : ((L + 1 : ℕ) : ℤ) ∉
      insert (-((L + 1 : ℕ) : ℤ)) (Icc (-(L : ℤ)) (L : ℤ)) := by
    simp only [mem_insert, mem_Icc]
    omega
  have h2 : -((L + 1 : ℕ) : ℤ) ∉ Icc (-(L : ℤ)) (L : ℤ) := by
    simp only [mem_Icc]
    omega
  rw [character, e, sum_insert h1, sum_insert h2, zpow_neg, zpow_natCast, ← inv_pow, character]
  ring

lemma character_one (L : ℕ) : character L 1 = 2 * (L : ℝ) + 1 := by
  simp only [character, one_zpow, sum_const, nsmul_eq_mul, mul_one, Int.card_Icc]
  have h : ((L : ℤ) + 1 - -(L : ℤ)).toNat = 2 * L + 1 := by omega
  rw [h]
  push_cast
  ring

lemma character_geom (L : ℕ) {x : ℝ} (hx : x ≠ 0) :
    (x - 1) * character L x = x ^ (L + 1) - x⁻¹ ^ L := by
  induction L with
  | zero => simp [character_zero]
  | succ L ih =>
    rw [character_succ]
    have hz : x * x⁻¹ = 1 := mul_inv_cancel₀ hx
    generalize x⁻¹ = z at ih hz ⊢
    linear_combination ih + z ^ L * hz

lemma character_mul_edge (l : ℕ) {x : ℝ} (hx : x ≠ 0) :
    character l x * (x ^ (l + 1) + x⁻¹ ^ (l + 1)) = character (2 * l + 1) x - 1 := by
  by_cases h1 : x = 1
  · subst h1
    simp only [character_one, inv_one, one_pow]
    push_cast
    ring
  · apply mul_left_cancel₀ (sub_ne_zero.mpr h1)
    have ha := character_geom l hx
    have hb := character_geom (2 * l + 1) hx
    have hp : x ^ l * x⁻¹ ^ l = 1 := by rw [← mul_pow, mul_inv_cancel₀ hx, one_pow]
    have hq : x ^ (l + 1) * x⁻¹ ^ (l + 1) = 1 := by
      rw [← mul_pow, mul_inv_cancel₀ hx, one_pow]
    generalize x⁻¹ = z at ha hb hp hq ⊢
    linear_combination (x ^ (l + 1) + z ^ (l + 1)) * ha - hb + hq - x * hp

/-- Clebsch–Gordan series for two equal orbital momenta, in terms of characters at nonzero `x`:
the product contains each `L = 0, ..., 2l` once. -/
theorem clebsch_gordan (l : ℕ) {x : ℝ} (hx : x ≠ 0) :
    character l x ^ 2 = ∑ L ∈ range (2 * l + 1), character L x := by
  induction l with
  | zero => simp [character_zero]
  | succ l ih =>
    rw [show 2 * (l + 1) + 1 = 2 * l + 1 + 1 + 1 by ring, sum_range_succ, sum_range_succ,
      ← ih, character_succ (2 * l + 1), character_succ l]
    have hc := character_mul_edge l hx
    have hq : x ^ (l + 1) * x⁻¹ ^ (l + 1) = 1 := by
      rw [← mul_pow, mul_inv_cancel₀ hx, one_pow]
    generalize x⁻¹ = z at hc hq ⊢
    linear_combination 2 * hc + 2 * hq

/-- The character at `x ^ 2` is the sum of the characters of `L = 0, ..., 2l` with
alternating signs `(-1) ^ L`. -/
theorem exchange_signs (l : ℕ) (x : ℝ) :
    character l (x ^ 2) = ∑ L ∈ range (2 * l + 1), (-1) ^ L * character L x := by
  induction l with
  | zero => simp [character_zero]
  | succ l ih =>
    have s : (-1 : ℝ) ^ (2 * l) = 1 := by simp [pow_mul]
    have s1 : (-1 : ℝ) ^ (2 * l + 1) = -1 := by rw [pow_succ, s]; norm_num
    have s2 : (-1 : ℝ) ^ (2 * l + 1 + 1) = 1 := by rw [pow_succ, s1]; norm_num
    rw [show 2 * (l + 1) + 1 = 2 * l + 1 + 1 + 1 by ring, sum_range_succ, sum_range_succ,
      ← ih, s1, s2, character_succ (2 * l + 1), character_succ l]
    ring

/-- For real weights `w` on a finite set `A`, twice the sum over two-element subsets of the product
of their weights is the square of the sum of the weights minus the sum of their squares. -/
theorem two_mul_pair_sum {α : Type*} [DecidableEq α] (A : Finset α) (w : α → ℝ) :
    2 * ∑ s ∈ A.powersetCard 2, ∏ p ∈ s, w p = (∑ p ∈ A, w p) ^ 2 - ∑ p ∈ A, w p ^ 2 := by
  induction A using Finset.induction_on with
  | empty =>
    have h0 : (∅ : Finset α).powersetCard 2 = ∅ :=
      card_eq_zero.mp ((card_powersetCard 2 (∅ : Finset α)).trans rfl)
    simp [h0]
  | insert a s ha ih =>
    -- a pair in the enlarged set either avoids `a` or joins `a` to an old orbital
    have e : (insert a s).powersetCard 2 =
        s.powersetCard 2 ∪ s.image (fun b => ({a, b} : Finset α)) := by
      rw [Finset.powersetCard_succ_insert ha 1, powersetCard_one, map_eq_image, image_image]
      rfl
    have hd : Disjoint (s.powersetCard 2) (s.image (fun b => ({a, b} : Finset α))) := by
      rw [Finset.disjoint_left]
      intro t ht ht'
      obtain ⟨b, _, rfl⟩ := mem_image.mp ht'
      exact ha ((mem_powersetCard.mp ht).1 (mem_insert_self a {b}))
    have hi : ∑ t ∈ s.image (fun b => ({a, b} : Finset α)), ∏ p ∈ t, w p =
        w a * ∑ b ∈ s, w b := by
      rw [sum_image, mul_sum]
      · refine sum_congr rfl fun b hb => prod_pair ?_
        rintro rfl
        exact ha hb
      · intro b hb c _ h
        have h' : ({a, b} : Finset α) = {a, c} := h
        have hm : b ∈ ({a, c} : Finset α) := by rw [← h']; simp
        rcases mem_insert.mp hm with h0 | h0
        · exact absurd (h0 ▸ hb) ha
        · exact mem_singleton.mp h0
    rw [e, sum_union hd, hi, sum_insert ha, sum_insert ha]
    linear_combination ih

lemma zpow_sum {α : Type*} [DecidableEq α] (s : Finset α) (f : α → ℤ) {x : ℝ} (hx : x ≠ 0) :
    x ^ (∑ p ∈ s, f p) = ∏ p ∈ s, x ^ f p := by
  induction s using Finset.induction_on with
  | empty => simp
  | insert a s ha ih => rw [sum_insert ha, prod_insert ha, zpow_add₀ hx, ih]

lemma one_electron_sum (l : ℕ) (x y : ℝ) :
    ∑ p ∈ spinOrbitals l, x ^ p.1 * y ^ p.2 = character l x * (y + y⁻¹) := by
  rw [spinOrbitals, sum_product, character, sum_mul]
  refine sum_congr rfl fun m _ => ?_
  rw [sum_pair (by norm_num : (1 : ℤ) ≠ -1)]
  simp only [zpow_one, zpow_neg_one]
  ring

/-- The terms of two equivalent electrons: for nonzero `x` and `y`, the weight sum over the
microstates is that of one multiplet for each `L = 0, ..., 2l`, with total spin 0 for
even `L` and 1 for odd `L`. -/
theorem terms_of_equivalent_pair (l : ℕ) {x y : ℝ} (hx : x ≠ 0) (hy : y ≠ 0) :
    weightSum l x y =
      ∑ L ∈ range (2 * l + 1), character L x * character (L % 2) (y ^ 2) := by
  have hw : weightSum l x y =
      ∑ s ∈ (spinOrbitals l).powersetCard 2, ∏ p ∈ s, (x ^ p.1 * y ^ p.2) := by
    refine sum_congr rfl fun s _ => ?_
    rw [zpow_sum s _ hx, zpow_sum s _ hy, prod_mul_distrib]
  have hsq : ∑ p ∈ spinOrbitals l, (x ^ p.1 * y ^ p.2) ^ 2 =
      character l (x ^ 2) * (y ^ 2 + (y ^ 2)⁻¹) := by
    rw [← one_electron_sum]
    refine sum_congr rfl fun p _ => ?_
    simp only [pow_two, mul_zpow]
    ring
  have hy2 : (y + y⁻¹) ^ 2 = y ^ 2 + 2 + (y ^ 2)⁻¹ := by
    have hz : y * y⁻¹ = 1 := mul_inv_cancel₀ hy
    rw [← inv_pow]
    linear_combination 2 * hz
  have h1 : character 1 (y ^ 2) = 1 + y ^ 2 + (y ^ 2)⁻¹ := by
    have h := character_succ 0 (y ^ 2)
    rw [character_zero] at h
    simpa only [zero_add, pow_one] using h
  apply mul_left_cancel₀ (two_ne_zero : (2 : ℝ) ≠ 0)
  rw [hw, two_mul_pair_sum, hsq, one_electron_sum, mul_pow, clebsch_gordan l hx,
    exchange_signs, hy2, sum_mul, sum_mul, ← sum_sub_distrib, mul_sum]
  -- the exchange sign selects the singlet or the triplet
  refine sum_congr rfl fun L _ => ?_
  rcases Nat.even_or_odd L with h | h
  · rw [h.neg_one_pow, Nat.even_iff.mp h, character_zero]
    ring
  · rw [h.neg_one_pow, Nat.odd_iff.mp h, h1]
    ring

/-- Two equivalent electrons of orbital momentum `l` have `C(4l+2, 2)` microstates. -/
theorem card_microstates (l : ℕ) : (microstates l).card = (4 * l + 2).choose 2 := by
  have h : (spinOrbitals l).card = 4 * l + 2 := by
    have h2 : ({1, -1} : Finset ℤ).card = 2 := by decide
    rw [spinOrbitals, card_product, Int.card_Icc, h2]
    omega
  rw [microstates, card_powersetCard, h]

/-- The sum over `L = 0, ..., 2l` of `2L + 1`, times 1 for even `L` and 3 for odd `L`,
equals `C(4l+2, 2)`. -/
theorem dimension_count (l : ℕ) :
    ∑ L ∈ range (2 * l + 1), (2 * L + 1) * (if Even L then 1 else 3) =
      (4 * l + 2).choose 2 := by
  have h := terms_of_equivalent_pair l (one_ne_zero : (1 : ℝ) ≠ 0) (one_ne_zero : (1 : ℝ) ≠ 0)
  simp only [weightSum, one_zpow, one_pow, mul_one, character_one, sum_const,
    nsmul_eq_mul] at h
  rw [card_microstates] at h
  apply Nat.cast_injective (R := ℝ)
  rw [h, Nat.cast_sum]
  refine sum_congr rfl fun L _ => ?_
  rcases Nat.even_or_odd L with he | ho
  · rw [if_pos he, Nat.even_iff.mp he]
    push_cast
    ring
  · rw [if_neg (Nat.not_even_iff_odd.mpr ho), Nat.odd_iff.mp ho]
    push_cast
    ring

/-- Two equivalent p electrons have 15 microstates, and for nonzero `x` and `y` their weight
sum is that of the terms ¹S, ³P and ¹D. -/
theorem p_squared {x y : ℝ} (hx : x ≠ 0) (hy : y ≠ 0) :
    (microstates 1).card = 15 ∧
      weightSum 1 x y = character 0 x * character 0 (y ^ 2) +
        character 1 x * character 1 (y ^ 2) + character 2 x * character 0 (y ^ 2) := by
  constructor
  · rw [card_microstates]
    decide
  · rw [terms_of_equivalent_pair 1 hx hy]
    simp [sum_range_succ]

end

end EquivalentElectronPair
```

```lean
#print axioms EquivalentElectronPair.terms_of_equivalent_pair
-- 'EquivalentElectronPair.terms_of_equivalent_pair' depends on axioms: [propext, Classical.choice, Quot.sound]
#print axioms EquivalentElectronPair.dimension_count
-- 'EquivalentElectronPair.dimension_count' depends on axioms: [propext, Classical.choice, Quot.sound]
#print axioms EquivalentElectronPair.p_squared
-- 'EquivalentElectronPair.p_squared' depends on axioms: [propext, Classical.choice, Quot.sound]
```

## How the lemmas carry the argument

**Characters.** `character_succ` splits off the two outermost projections, with `omega` checking the integer intervals. Both inductions on \(l\) rest on it. `character_zero` supplies their starting value and `character_one` the dimension \(2L+1\).

The identity \(\chi_l e=\chi_{2l+1}-1\) is `character_mul_edge`. Where the derivation above shifts exponents, Lean uses the geometric sum `character_geom`,

\[
(x-1)\chi_L(x)=x^{L+1}-x^{-L},
\]

and cancels \(x-1\), so \(x=1\) is a separate case. In these proofs \(x^{-1}\) is replaced by a new variable `z`, and `linear_combination` completes the algebra from the relations between \(x\) and `z`. The two series are then `clebsch_gordan` and `exchange_signs`, with the same induction steps as above.

**Pairs.** `two_mul_pair_sum` holds for any finite set of orbitals and any real weights. Its proof adds one orbital \(a\) at a time. A pair in the enlarged set either avoids \(a\) or joins \(a\) to an old orbital, so twice the pair sum grows by \(2w_a\sum_p w_p\), with \(p\) running over the old orbitals. The right side grows by the same amount, since the \(w_a^2\) from the square cancels against the new squared weight.

**The terms.** `zpow_sum` turns the weight of a microstate into a product of one-electron weights, and `one_electron_sum` evaluates their sum over the shell. In `terms_of_equivalent_pair`, `hsq` is the sum of squared weights, `hy2` expands \((y+y^{-1})^2\), and `h1` writes out the triplet character. After these are inserted, `sum_congr` compares the two sides for each \(L\), and `Nat.even_or_odd` separates the singlet from the triplet.

**The counts.** `card_microstates` counts two-element subsets directly, without the term decomposition. `dimension_count` sets \(x=y=1\) in the main theorem, replaces the left side by this count, and transfers the equality from real to natural numbers. `p_squared` evaluates the binomial coefficient and writes out the three terms of the sum for \(l=1\).
